# Regularised DIIS coefficients for fixed error vectors converge to the smallest-norm unregularised solution

DIIS, direct inversion in the iterative subspace, combines stored error vectors with coefficients that sum to one and make the combined error as small as possible. When the stored vectors are linearly dependent, several coefficient vectors can do this equally well, so "the DIIS solution" needs a definition before anything can converge to it. The choice here is to treat solutions as minimisers, whether or not they are unique, and to single out the one with the smallest sum of squares. A penalty $\varepsilon\sum_i c_i^2$ then selects that solution as $\varepsilon\to0^+$.

This bears on self-consistent-field calculations that regularise a singular or nearly singular DIIS matrix, but only on the coefficient step for a fixed, finite list of errors; convergence of the self-consistent iteration is a different question. Nor does the limit keep the coefficients small when errors are only nearly equal: for the errors $1$ and $1+\delta$ in $\mathbb R$ with $\delta\ne0$, the only unregularised solution is $(1+1/\delta,\,-1/\delta)$, and the regularised coefficients tend to it.

## Error vectors with an inner product

Let $e_i$ be the stored errors, for instance commutators of Fock and density matrices, in a real inner product space $E$. Write

$$r(c)=\sum_i c_i e_i,\qquad w(c)=\sum_i c_i^2,\qquad F_\varepsilon(c)=\|r(c)\|^2+\varepsilon w(c).$$

With $B_{ij}=\langle e_i,e_j\rangle$, the penalty adds $\varepsilon$ to each diagonal entry of $B$. The index type `ι` labels the stored vectors, and coefficients are real functions on it.

```lean
import Mathlib

open Filter Topology

namespace RegularisedDIIS

noncomputable section

variable {ι E : Type*} [Fintype ι] [NormedAddCommGroup E] [InnerProductSpace ℝ E]
```

The map $r$ is called `residual`; it is the extrapolated error.

```lean
/-- The extrapolated error vector `∑ cᵢ eᵢ`, as a linear map of the coefficients. -/
def residual (e : ι → E) : (ι → ℝ) →ₗ[ℝ] E where
  toFun c := ∑ i, c i • e i
  map_add' c d := by simp [add_smul, Finset.sum_add_distrib]
  map_smul' a c := by simp [mul_smul, Finset.smul_sum]
```

The weight $w$ is defined explicitly because Mathlib's norm on `ι → ℝ` is the largest absolute component, not the Euclidean norm.

```lean
/-- The squared Euclidean norm `∑ cᵢ²` of the coefficient vector. -/
def sqWeight (c : ι → ℝ) : ℝ := ∑ i, c i ^ 2

/-- The regularised DIIS objective: squared extrapolated error plus `ε ∑ cᵢ²`. -/
def objective (e : ι → E) (ε : ℝ) (c : ι → ℝ) : ℝ :=
  ‖residual e c‖ ^ 2 + ε * sqWeight c
```

`IsDIIS e ε c` says that $c$ sums to one and minimises $F_\varepsilon$ among all such vectors. Setting $\varepsilon=0$ gives ordinary DIIS.

```lean
/-- `c` sums to one and minimises the objective among all coefficients that sum to one. -/
def IsDIIS (e : ι → E) (ε : ℝ) (c : ι → ℝ) : Prop :=
  ∑ i, c i = 1 ∧ ∀ d : ι → ℝ, ∑ i, d i = 1 → objective e ε c ≤ objective e ε d
```

`IsMinimalDIIS e c` adds that no other unregularised solution has smaller weight.

```lean
/-- `c` is an unregularised DIIS solution of smallest Euclidean norm. -/
def IsMinimalDIIS (e : ι → E) (c : ι → ℝ) : Prop :=
  IsDIIS e 0 c ∧ ∀ d, IsDIIS e 0 d → sqWeight c ≤ sqWeight d
```

The inner product supplies the orthogonal projection and the parallelogram law used below. For a general norm, finite-dimensionality and convexity could take over these roles, though that version is not formalised here. Neither linear independence of the $e_i$ nor completeness of $E$ is assumed.

## A finite history

Finiteness means that only finitely many iterations are stored. By hand, it gives compactness. If $w(c)\le R$, then $c_i^2\le R$ for each $i$, and $(|c_i|-1)^2\ge0$ gives

$$|c_i|\le \tfrac12(c_i^2+1)\le R+1.$$

The set $w\le R$ is therefore a closed subset of a bounded box. The first two lemmas supply continuity, and the third encloses the set in that box.

```lean
theorem continuous_sqWeight : Continuous (sqWeight : (ι → ℝ) → ℝ) := by
  unfold sqWeight
  fun_prop

theorem continuous_objective (e : ι → E) (ε : ℝ) : Continuous (objective e ε) :=
  ((residual e).continuous_of_finiteDimensional.norm.pow 2).add
    (continuous_const.mul continuous_sqWeight)

/-- Coefficient vectors of bounded Euclidean norm form a compact set. -/
theorem isCompact_sqWeight_le (R : ℝ) : IsCompact {c : ι → ℝ | sqWeight c ≤ R} := by
  refine (isCompact_Icc (a := fun _ : ι => -(R + 1)) (b := fun _ : ι => R + 1)).of_isClosed_subset
    (isClosed_le continuous_sqWeight continuous_const) ?_
  intro c hc
  have h : ∀ i, c i ^ 2 ≤ R := fun i =>
    (Finset.single_le_sum (f := fun i => c i ^ 2) (fun i _ => sq_nonneg _)
      (Finset.mem_univ i)).trans hc
  constructor
  · intro i
    change -(R + 1) ≤ c i
    nlinarith [h i, sq_nonneg (c i + 1), sq_nonneg (c i)]
  · intro i
    change c i ≤ R + 1
    nlinarith [h i, sq_nonneg (c i - 1), sq_nonneg (c i)]
```

Now let $f$ be continuous with $f\ge\varepsilon w$ and $\varepsilon>0$, and let $a$ lie in a closed set $S$. Wherever $w>f(a)/\varepsilon$, we have $f>f(a)$. The minimum over the compact part of $S$ with $w\le f(a)/\varepsilon$ is thus the minimum over all of $S$. The case split in `exists_minimiser` is this comparison.

```lean
/-- A continuous function bounded below by a positive multiple of `∑ cᵢ²` attains its minimum
on every nonempty closed set of coefficients. -/
theorem exists_minimiser {S : Set (ι → ℝ)} (hS : IsClosed S) (hne : S.Nonempty)
    {f : (ι → ℝ) → ℝ} (hf : Continuous f) {ε : ℝ} (hε : 0 < ε)
    (h : ∀ c, ε * sqWeight c ≤ f c) : ∃ c ∈ S, ∀ d ∈ S, f c ≤ f d := by
  obtain ⟨a, ha⟩ := hne
  have haK : a ∈ S ∩ {c | sqWeight c ≤ f a / ε} :=
    ⟨ha, (le_div_iff₀ hε).2 (by linarith [h a])⟩
  obtain ⟨c, hc, hmin⟩ :=
    ((isCompact_sqWeight_le (f a / ε)).inter_left hS).exists_isMinOn ⟨a, haK⟩ hf.continuousOn
  refine ⟨c, hc.1, fun d hd => ?_⟩
  by_cases hdK : sqWeight d ≤ f a / ε
  · exact hmin ⟨hd, hdK⟩
  · -- outside the compact set the objective exceeds its value at `a`
    have h1 : f a < sqWeight d * ε := (div_lt_iff₀ hε).1 (not_le.1 hdK)
    have h2 : f c ≤ f a := hmin haK
    linarith [h d]
```

For an infinite family of equal vectors, with finitely supported coefficients, there is neither a regularised solution for $\varepsilon>0$ nor a smallest-norm unregularised one: every sum-one choice gives the same error, while equal weights $1/n$ on $n$ vectors give $w=1/n$, which approaches zero without reaching it.

## At least one stored vector

`[Nonempty ι]` says that the history has begun. Without it the coefficient sum is zero, so no admissible vector exists.

By hand, pick an index $j$ and let $V$ be the space of sum-zero coefficients. Project $e_j$ onto the finite-dimensional space $r(V)$, obtaining $r(d)$ with $d\in V$. Let $c$ be the unit coefficient vector at $j$ minus $d$. Then $c$ sums to one and $r(c)\perp r(V)$. For any other sum-one $b$, the difference $b-c$ lies in $V$, so

$$\|r(b)\|^2=\|r(b-c)\|^2+\|r(c)\|^2\ge\|r(c)\|^2.$$

In Lean, `horth` is the orthogonality and `hsplit` the decomposition of $r(b)$.

```lean
/-- For a nonempty family of error vectors the unregularised DIIS problem has a solution. -/
theorem exists_unregularised [Nonempty ι] (e : ι → E) : ∃ c, IsDIIS e 0 c := by
  classical
  obtain ⟨j⟩ := ‹Nonempty ι›
  -- project one error vector onto the residuals of sum-zero coefficients
  let V : Submodule ℝ (ι → ℝ) := LinearMap.ker (residual (fun _ : ι => (1 : ℝ)))
  have hV : ∀ d : ι → ℝ, d ∈ V ↔ ∑ i, d i = 0 := fun d => by
    simp [V, LinearMap.mem_ker, residual]
  obtain ⟨w, ⟨d, hd, rfl⟩, hw⟩ := Submodule.HasOrthogonalProjection.exists_orthogonal
    (K := V.map (residual e)) (residual e (Pi.single j 1))
  have hd0 : ∑ i, d i = 0 := (hV d).1 hd
  rw [← map_sub] at hw
  have hs : ∑ i, (Pi.single j 1 - d : ι → ℝ) i = 1 := by
    simp [Finset.sum_sub_distrib, hd0, Pi.single_apply]
  generalize (Pi.single j 1 - d : ι → ℝ) = c at hw hs
  refine ⟨c, hs, fun b hb => ?_⟩
  have hbc : b - c ∈ V := (hV _).2 (by simp [Finset.sum_sub_distrib, hb, hs])
  have horth : inner ℝ (residual e (b - c)) (residual e c) = 0 :=
    (Submodule.mem_orthogonal _ _).1 hw _ (Submodule.mem_map_of_mem hbc)
  have hsplit : residual e b = residual e (b - c) + residual e c := by
    rw [← map_add, sub_add_cancel]
  simp only [objective, zero_mul, add_zero]
  rw [hsplit, norm_add_sq_real, horth]
  linarith [sq_nonneg ‖residual e (b - c)‖]
```

## A positive regularisation

The parameter $\varepsilon>0$ is the cost assigned to large coefficients. Since $F_\varepsilon\ge\varepsilon w$, the minimisation lemma applies to the closed, nonempty set of sum-one vectors.

```lean
/-- For a nonempty family and `ε > 0` the regularised DIIS problem has a solution. -/
theorem exists_regularised [Nonempty ι] (e : ι → E) {ε : ℝ} (hε : 0 < ε) :
    ∃ c, IsDIIS e ε c := by
  obtain ⟨a, ha, -⟩ := exists_unregularised e
  obtain ⟨c, hc, hmin⟩ := exists_minimiser (S := {c : ι → ℝ | ∑ i, c i = 1})
    (isClosed_eq (by fun_prop) continuous_const) ⟨a, ha⟩ (continuous_objective e ε) hε
    (fun c => le_add_of_nonneg_left (sq_nonneg _))
  exact ⟨c, hc, hmin⟩
```

For $\varepsilon<0$ and two equal error vectors, shifting a large amount from one coefficient to the other leaves $r$ unchanged and sends $F_\varepsilon$ to $-\infty$. This is why the limit is taken from above.

## The smallest norm among tied solutions

Among the coefficient vectors that make the extrapolated error smallest, this condition picks the one with the smallest sum of squares. Without it, two equal vectors already make every sum-one pair a solution.

Suppose $c$ and $d$ are both smallest-norm solutions, and put $m=(c+d)/2$. The parallelogram law gives

$$\|r(m)\|^2\le\tfrac12\|r(c)\|^2+\tfrac12\|r(d)\|^2,$$

so $m$ is also an unregularised solution. For the weights,

$$4w(m)+w(c-d)=2w(c)+2w(d).$$

Since $w(c)\le w(m)$ and $w(d)\le w(m)$, it follows that $w(c-d)\le0$, hence $c=d$. These steps are `hm`, `hpar` and `hz`.

```lean
/-- Two unregularised DIIS solutions of smallest Euclidean norm coincide. -/
theorem minimal_unique {e : ι → E} {c d : ι → ℝ} (hc : IsMinimalDIIS e c)
    (hd : IsMinimalDIIS e d) : c = d := by
  -- the midpoint is again an unregularised solution
  have hm : IsDIIS e 0 ((1 / 2 : ℝ) • (c + d)) := by
    refine ⟨?_, fun b hb => ?_⟩
    · simp only [Pi.smul_apply, Pi.add_apply, smul_eq_mul, ← Finset.mul_sum,
        Finset.sum_add_distrib, hc.1.1, hd.1.1]
      norm_num
    · have h1 := hc.1.2 b hb
      have h2 := hd.1.2 b hb
      simp only [objective, zero_mul, add_zero] at h1 h2 ⊢
      rw [map_smul, map_add, norm_smul, Real.norm_of_nonneg (by norm_num : (0 : ℝ) ≤ 1 / 2)]
      nlinarith [parallelogram_law_with_norm ℝ (residual e c) (residual e d),
        mul_self_nonneg ‖residual e c - residual e d‖]
  have hpar : 4 * sqWeight ((1 / 2 : ℝ) • (c + d)) + sqWeight (c - d)
      = 2 * sqWeight c + 2 * sqWeight d := by
    simp only [sqWeight, Finset.mul_sum, ← Finset.sum_add_distrib]
    refine Finset.sum_congr rfl fun i _ => ?_
    simp only [Pi.smul_apply, Pi.add_apply, Pi.sub_apply, smul_eq_mul]
    ring
  have hz : sqWeight (c - d) ≤ 0 := by linarith [hc.2 _ hm, hd.2 _ hm]
  funext i
  have hi : (c i - d i) ^ 2 ≤ 0 :=
    (Finset.single_le_sum (f := fun i => (c i - d i) ^ 2) (fun i _ => sq_nonneg _)
      (Finset.mem_univ i)).trans hz
  exact sub_eq_zero.1 ((pow_eq_zero_iff two_ne_zero).1 (le_antisymm hi (sq_nonneg _)))
```

For existence, take any unregularised solution $a$. The solutions are exactly the sum-one vectors with $F_0(c)\le F_0(a)$, a closed set, and `exists_minimiser` is applied with $f=w$ and constant $1$.

```lean
/-- For a nonempty family there is an unregularised DIIS solution of smallest Euclidean norm. -/
theorem exists_minimal [Nonempty ι] (e : ι → E) : ∃ c, IsMinimalDIIS e c := by
  obtain ⟨a, ha⟩ := exists_unregularised e
  obtain ⟨c, hc, hmin⟩ := exists_minimiser
    (S := {c : ι → ℝ | ∑ i, c i = 1} ∩ {c | objective e 0 c ≤ objective e 0 a})
    ((isClosed_eq (by fun_prop) continuous_const).inter
      (isClosed_le (continuous_objective e 0) continuous_const))
    ⟨a, ha.1, le_refl (objective e 0 a)⟩ continuous_sqWeight one_pos
    (fun c => (one_mul (sqWeight c)).le)
  exact ⟨c, ⟨hc.1, fun d hd => le_trans hc.2 (ha.2 d hd)⟩,
    fun d hd => hmin d ⟨hd.1, hd.2 a ha.1⟩⟩
```

## Exact minimisers of one fixed problem

The convergence theorem accepts any function $c(\varepsilon)$ that is an exact regularised minimiser for every $\varepsilon>0$. Let $c_0$ be the smallest-norm solution. Optimality of each vector for its own problem gives

$$\|r(c(\varepsilon))\|^2+\varepsilon w(c(\varepsilon))\le\|r(c_0)\|^2+\varepsilon w(c_0),\qquad \|r(c_0)\|^2\le\|r(c(\varepsilon))\|^2.$$

Adding these and dividing by $\varepsilon$ yields $w(c(\varepsilon))\le w(c_0)$. Dropping the penalty on the left of the first inequality yields

$$\|r(c(\varepsilon))\|^2\le\|r(c_0)\|^2+\varepsilon w(c_0).$$

By compactness, any sequence $\varepsilon_k\to0^+$ has a subsequence along which $c(\varepsilon_k)$ converges to some $y$. Continuity gives $\sum_i y_i=1$, $w(y)\le w(c_0)$ and $\|r(y)\|\le\|r(c_0)\|$. So $y$ is a smallest-norm solution, and uniqueness gives $y=c_0$. As this holds for every sequence, $c(\varepsilon)\to c_0$.

Lean replaces subsequences by ultrafilters: `hK` is the weight bound, `hobj` the limiting error bound, and `hymin` identifies the limit. In the statement, `𝓝[>] 0` is the approach to zero from above, and `𝓝 c₀` means convergence of every coefficient.

```lean
/-- For a nonempty family of error vectors there is exactly one unregularised DIIS solution of
smallest Euclidean norm, and regularised solutions converge to it as `ε` tends to zero from
above. -/
theorem regularised_tendsto_minimal [Nonempty ι] (e : ι → E) :
    ∃ c₀, IsMinimalDIIS e c₀ ∧ (∀ d, IsMinimalDIIS e d → d = c₀) ∧
      ∀ c : ℝ → ι → ℝ, (∀ ε, 0 < ε → IsDIIS e ε (c ε)) → Tendsto c (𝓝[>] 0) (𝓝 c₀) := by
  obtain ⟨c₀, h₀⟩ := exists_minimal e
  refine ⟨c₀, h₀, fun d hd => minimal_unique hd h₀, fun c hc => ?_⟩
  refine (tendsto_iff_ultrafilter _ _ _).2 fun g hg => ?_
  have hpos : ∀ᶠ ε in (g : Filter ℝ), 0 < ε := hg self_mem_nhdsWithin
  -- the regularised coefficients are never longer than `c₀`
  have hK : ∀ᶠ ε in (g : Filter ℝ), c ε ∈ {b : ι → ℝ | sqWeight b ≤ sqWeight c₀} := by
    refine hpos.mono fun ε hε => ?_
    have h1 := (hc ε hε).2 c₀ h₀.1.1
    have h2 := h₀.1.2 (c ε) (hc ε hε).1
    simp only [objective, zero_mul, add_zero] at h1 h2
    exact le_of_mul_le_mul_left (by linarith) hε
  obtain ⟨y, hyK, hy⟩ := (isCompact_sqWeight_le (sqWeight c₀)).ultrafilter_le_nhds (g.map c)
    (tendsto_principal.2 hK)
  have hy' : Tendsto c (g : Filter ℝ) (𝓝 y) := hy
  have hsum : y ∈ {b : ι → ℝ | ∑ i, b i = 1} :=
    (isClosed_eq (by fun_prop) continuous_const).mem_of_tendsto hy'
      (hpos.mono fun ε hε => (hc ε hε).1)
  -- in the limit the extrapolated error is the unregularised minimum
  have hcont : Continuous fun ε : ℝ => objective e ε c₀ := by
    unfold objective
    fun_prop
  have hobj : objective e 0 y ≤ objective e 0 c₀ := by
    refine le_of_tendsto_of_tendsto (((continuous_objective e 0).tendsto y).comp hy')
      ((hcont.tendsto 0).mono_left (hg.trans nhdsWithin_le_nhds)) (hpos.mono fun ε hε => ?_)
    refine le_trans ?_ ((hc ε hε).2 c₀ h₀.1.1)
    have hw : 0 ≤ sqWeight (c ε) := Finset.sum_nonneg fun i _ => sq_nonneg _
    simp only [Function.comp_apply, objective, zero_mul, add_zero]
    linarith [mul_nonneg hε.le hw]
  have hymin : IsMinimalDIIS e y :=
    ⟨⟨hsum, fun d hd => hobj.trans (h₀.1.2 d hd)⟩, fun d hd => le_trans hyK (h₀.2 d hd)⟩
  rw [← minimal_unique hymin h₀]
  exact hy'
```

Approximate minimisation with an objective error proportional to $\varepsilon$ is not enough. For two equal vectors, the coefficients $(\tfrac12+t,\tfrac12-t)$ exceed the minimum by only $2\varepsilon t^2$, yet a fixed $t\ne0$ never disappears.

The theorem does not cover a running calculation, where the list $e$ is not fixed: changing $\varepsilon$ can alter later iterates and hence the errors stored next.

## Two equal error vectors

If $e_i=e_j$, the history contains the same error twice. Exchanging $c_i$ and $c_j$ preserves the sum, $r(c)$ and $w(c)$, so it turns the smallest-norm solution into another one. Uniqueness forces $c_i=c_j$. The proof performs the exchange with `Equiv.swap`. For unequal errors this can fail: with $e_1=0$ and $e_2=1$ in $\mathbb R$, the solution is $(1,0)$.

```lean
/-- If two stored error vectors coincide, the smallest-norm unregularised DIIS solution gives
them equal coefficients. -/
theorem minimal_equal_weights {e : ι → E} {c : ι → ℝ} (hc : IsMinimalDIIS e c) {i j : ι}
    (hij : e i = e j) : c i = c j := by
  classical
  have he : ∀ k, e (Equiv.swap i j k) = e k := fun k => by
    rw [Equiv.swap_apply_def]
    split_ifs with h1 h2
    · rw [h1, hij]
    · rw [h2, hij]
    · rfl
  -- exchanging the two coefficients changes neither residual, sum nor norm
  let d : ι → ℝ := fun k => c (Equiv.swap i j k)
  have hsum : ∑ k, d k = 1 := (Equiv.sum_comp (Equiv.swap i j) c).trans hc.1.1
  have hw : sqWeight d = sqWeight c := Equiv.sum_comp (Equiv.swap i j) (fun k => c k ^ 2)
  have hr : residual e d = residual e c := by
    change ∑ k, c (Equiv.swap i j k) • e k = ∑ k, c k • e k
    rw [← Equiv.sum_comp (Equiv.swap i j) (fun k => c k • e k)]
    exact Finset.sum_congr rfl fun k _ => by rw [he k]
  have hobj : objective e 0 d = objective e 0 c := by
    simp only [objective, hr, hw]
  have hd : IsMinimalDIIS e d :=
    ⟨⟨hsum, fun b hb => hobj.le.trans (hc.1.2 b hb)⟩, fun b hb => hw.le.trans (hc.2 b hb)⟩
  have h := congrFun (minimal_unique hc hd) i
  simpa only [d, Equiv.swap_apply_left] using h

end

end RegularisedDIIS
```

```lean
#print axioms RegularisedDIIS.exists_regularised
#print axioms RegularisedDIIS.regularised_tendsto_minimal
#print axioms RegularisedDIIS.minimal_equal_weights
```

```
'RegularisedDIIS.exists_regularised' depends on axioms: [propext, Classical.choice, Quot.sound]
'RegularisedDIIS.regularised_tendsto_minimal' depends on axioms: [propext, Classical.choice, Quot.sound]
'RegularisedDIIS.minimal_equal_weights' depends on axioms: [propext, Classical.choice, Quot.sound]
```

## Three errors on a line

Take $e_1=e_2=1$ and $e_3=-1$ in $\mathbb R$, and let $s=c_1+c_2$, so that $c_3=1-s$ and $r=2s-1$. The unregularised solutions are $(t,\tfrac12-t,\tfrac12)$ for any real $t$; the smallest-norm one is $(\tfrac14,\tfrac14,\tfrac12)$.

For $\varepsilon>0$ and fixed $s$, the penalty is least at $c_1=c_2=s/2$. It remains to minimise

$$(2s-1)^2+\varepsilon\left(\tfrac12s^2+(1-s)^2\right).$$

Setting the derivative to zero gives $s=(4+2\varepsilon)/(8+3\varepsilon)$, and hence

$$c(\varepsilon)=\frac{1}{8+3\varepsilon}\,(2+\varepsilon,\;2+\varepsilon,\;4+\varepsilon).$$

At $\varepsilon=0.1$ this is about $(0.2530,0.2530,0.4940)$, with weight $0.3720$, below the limiting weight $0.375$. As $\varepsilon\to0^+$ it tends to $(\tfrac14,\tfrac14,\tfrac12)$.
